# A contractive frozen-correlation fit converges, but its limit need not minimize the residual

Q: I fit effective core potential parameters to target energies, hold the correlation shifts fixed, refit, and repeat. When the parameters stop moving, I report the best fit. What can go wrong?

A: The loop may never settle, and where it does settle, another parameter set may fit better. Let x hold p parameters, t the targets for s states, J the linear response of the mean-field energies, and c(x) the correlation shifts. Constant offsets go into t. The residual and update are

r(x) = Jx + c(x) − t

F(x) = J⁺(t − c(x)), J⁺ = (JᵀJ)⁻¹Jᵀ.

Q: When does it settle?

A: Assume that J has full column rank. If JᵀJv = 0, then ‖Jv‖² = v·JᵀJv = 0, so v = 0; the square matrix JᵀJ is therefore invertible. Multiplying x = F(x) by JᵀJ gives

JᵀJx = Jᵀ(t − c(x)), that is, Jᵀr(x) = 0,

and the inverse takes us back. Now let c be L-Lipschitz: its change is at most L times the parameter change. Then

‖F(x) − F(y)‖ = ‖J⁺(c(y) − c(x))‖ ≤ q‖x − y‖, q = L‖J⁺‖.

If q < 1, successive steps shrink geometrically, so the iterates converge, and by continuity their limit x* satisfies F(x*) = x*. Two fixed points at distance d would need d ≤ qd, so d = 0. Applying the bound k times with y = x* gives

‖xₖ − x*‖ ≤ qᵏ‖x₀ − x*‖.

Q: Show me numbers.

A: Take one parameter and one state, with J = 1, c(x) = x/2 and t = 3. Then F(x) = 3 − x/2 and q = 1/2. From 0 the iterates are 3, 1.5, 2.25, 1.875, approaching 2; the error halves each time.

Q: Does the Lean code describe that same loop?

A: Yes. `Vec n` is ℝⁿ with the Euclidean norm, `adj` is the transpose, and `pinv J` is J⁺. Parameters in different units must be scaled first, since L and ‖J⁺‖ depend on the scaling.

```lean
import Mathlib

open scoped InnerProductSpace NNReal

namespace FrozenCorrelation

noncomputable section

/-- Real vectors with the Euclidean norm, used for parameters and for state energies. -/
abbrev Vec (n : ℕ) := EuclideanSpace ℝ (Fin n)

local notation "adj" => ContinuousLinearMap.adjoint

variable {p s : ℕ} {J : Vec p →L[ℝ] Vec s} {c : Vec p → Vec s} {t : Vec s}

/-- The pseudo-inverse `(JᵀJ)⁻¹Jᵀ` of a sensitivity map `J` of full column rank. -/
def pinv (J : Vec p →L[ℝ] Vec s) : Vec s →L[ℝ] Vec p :=
  (Ring.inverse (adj J ∘L J)) ∘L adj J

/-- The energy residual: linear response plus correlation shift minus target. -/
def residual (J : Vec p →L[ℝ] Vec s) (c : Vec p → Vec s) (t : Vec s) (x : Vec p) : Vec s :=
  J x + c x - t

/-- The parameter update with correlation frozen at `x`, for `J` of full column rank. -/
def step (J : Vec p →L[ℝ] Vec s) (c : Vec p → Vec s) (t : Vec s) (x : Vec p) : Vec p :=
  pinv J (t - c x)
```

Q: Where does `step` appear in a real calculation?

A: At the current x, subtract mean-field from correlated energies to get c(x), then solve the linear least-squares problem with matrix J and right-hand side t − c(x) for the new parameters. A QR solver does this without forming the inverse.

The first two lemmas establish invertibility and the normal equations. The third proves the least-squares property: the frozen residual is orthogonal to the range of J, so any other choice y adds ‖J(y − F(x))‖² to its square.

```lean
/-- If `J` has full column rank, then `JᵀJ` is injective. -/
theorem gram_injective (hJ : Function.Injective J) :
    Function.Injective (adj J ∘L J) := by
  rw [injective_iff_map_eq_zero]
  intro x hx
  have hx' : adj J (J x) = 0 := hx
  have h := ContinuousLinearMap.adjoint_inner_left J x (J x)
  rw [hx', inner_zero_left] at h
  have hz : J x = 0 := inner_self_eq_zero.mp h.symm
  exact hJ (by rw [hz, map_zero])

/-- For `J` of full column rank, the pseudo-inverse solves the normal equations. -/
theorem normal_equations (hJ : Function.Injective J) (b : Vec s) :
    adj J (J (pinv J b)) = adj J b := by
  have hi := gram_injective hJ
  have hs : Function.Surjective (adj J ∘L J) :=
    (LinearMap.injective_iff_surjective
      (f := ((adj J ∘L J : Vec p →L[ℝ] Vec p) : Vec p →ₗ[ℝ] Vec p))).mp hi
  have hu : IsUnit (adj J ∘L J) := ContinuousLinearMap.isUnit_iff_bijective.mpr ⟨hi, hs⟩
  have h := congrArg (fun A : Vec p →L[ℝ] Vec p => A (adj J b)) (Ring.mul_inverse_cancel _ hu)
  exact h

/-- For `J` of full column rank, each update is a least-squares fit of the targets with the
correlation shift held fixed. -/
theorem step_least_squares (hJ : Function.Injective J) (x y : Vec p) :
    ‖J (step J c t x) + c x - t‖ ≤ ‖J y + c x - t‖ := by
  have ho : adj J (J (step J c t x) + c x - t) = 0 := by
    have e : J (step J c t x) + c x - t = J (step J c t x) - (t - c x) := by abel
    rw [e, map_sub (adj J)]
    exact sub_eq_zero.mpr (normal_equations hJ _)
  -- the residual is orthogonal to every change in the range of J
  have hi : ⟪J (step J c t x) + c x - t, J (y - step J c t x)⟫_ℝ = 0 := by
    rw [← ContinuousLinearMap.adjoint_inner_left, ho, inner_zero_left]
  have hd : J y + c x - t = (J (step J c t x) + c x - t) + J (y - step J c t x) := by
    rw [map_sub J]
    abel
  rw [← sq_le_sq₀ (norm_nonneg _) (norm_nonneg _), hd, norm_add_sq_real, hi]
  nlinarith [sq_nonneg ‖J (y - step J c t x)‖]
```

Q: And the convergence argument?

A: `step_fixed_iff` is the fixed-point equivalence, and the `calc` block in `step_contracts` is the Lipschitz estimate.

```lean
/-- For `J` of full column rank, the fixed points of the update are the parameters whose residual is
annihilated by `Jᵀ`. -/
theorem step_fixed_iff (hJ : Function.Injective J) (x : Vec p) :
    step J c t x = x ↔ adj J (residual J c t x) = 0 := by
  have e : residual J c t x = J x - (t - c x) := by
    unfold residual
    abel
  have hn : adj J (J (step J c t x)) = adj J (t - c x) := normal_equations hJ _
  rw [e, map_sub (adj J), sub_eq_zero]
  constructor
  · intro h
    rwa [h] at hn
  · intro h
    exact gram_injective hJ (hn.trans h.symm)

/-- If `c` is `L`-Lipschitz, one update multiplies the distance between two parameter sets by at
most `L * ‖pinv J‖`. -/
theorem step_contracts {L : ℝ≥0} (hc : LipschitzWith L c) (x y : Vec p) :
    ‖step J c t x - step J c t y‖ ≤ (L * ‖pinv J‖) * ‖x - y‖ := by
  have e : step J c t x - step J c t y = pinv J (c y - c x) := by
    unfold step
    rw [← map_sub (pinv J)]
    congr 1
    abel
  have h := hc.dist_le_mul y x
  rw [dist_eq_norm, dist_eq_norm, norm_sub_rev y x] at h
  calc ‖step J c t x - step J c t y‖ ≤ ‖pinv J‖ * ‖c y - c x‖ := by
        rw [e]
        exact (pinv J).le_opNorm _
    _ ≤ ‖pinv J‖ * (L * ‖x - y‖) := mul_le_mul_of_nonneg_left h (norm_nonneg _)
    _ = (L * ‖pinv J‖) * ‖x - y‖ := by ring
```

The main theorem says that one x solves the projected equation Jᵀr = 0, that no other y does, and that iterates from every `x₀` tend to x with the stated bound. `ContractingWith` supplies the fixed point and the limit; induction on `k` supplies the powers.

```lean
/-- If `J` has full column rank, `c` is `L`-Lipschitz and `L‖J⁺‖ < 1`, the frozen-correlation
iteration converges geometrically, from every start, to the unique parameter set whose residual is
annihilated by `Jᵀ`. -/
theorem frozen_correlation_converges (hJ : Function.Injective J) {L : ℝ≥0}
    (hc : LipschitzWith L c) (hL : L * ‖pinv J‖ < 1) :
    ∃ x : Vec p, (∀ y, adj J (residual J c t y) = 0 ↔ y = x) ∧
      ∀ x₀, Filter.Tendsto (fun k => (step J c t)^[k] x₀) Filter.atTop (nhds x) ∧
        ∀ k : ℕ, ‖(step J c t)^[k] x₀ - x‖ ≤ (L * ‖pinv J‖) ^ k * ‖x₀ - x‖ := by
  have hT : ContractingWith (L * ‖pinv J‖₊) (step J c t) := by
    refine ⟨NNReal.coe_lt_coe.mp (by push_cast; exact hL),
      LipschitzWith.of_dist_le_mul fun x y => ?_⟩
    rw [dist_eq_norm, dist_eq_norm]
    exact step_contracts hc x y
  have hx : step J c t (ContractingWith.fixedPoint _ hT) = ContractingWith.fixedPoint _ hT :=
    hT.fixedPoint_isFixedPt
  refine ⟨ContractingWith.fixedPoint _ hT, fun y => ⟨fun h => ?_, fun h => ?_⟩,
    fun x₀ => ⟨hT.tendsto_iterate_fixedPoint x₀, fun k => ?_⟩⟩
  · exact hT.fixedPoint_unique ((step_fixed_iff hJ y).mpr h)
  · rw [h]
    exact (step_fixed_iff hJ _).mp hx
  · -- each iteration contributes one contraction factor
    induction k with
    | zero => simp
    | succ k ih =>
      have h := step_contracts (J := J) (t := t) hc ((step J c t)^[k] x₀)
        (ContractingWith.fixedPoint _ hT)
      rw [hx] at h
      rw [Function.iterate_succ_apply', pow_succ', mul_assoc]
      exact h.trans (mul_le_mul_of_nonneg_left ih (by positivity))
```

Q: Real energies aren't linear in the parameters, and who guarantees L?

A: Nobody here. For core-potential fitting, the theorem covers a finite model with exactly linear mean-field response and a correlation shift assumed Lipschitz over all parameters. The further condition q < 1 says that correlation responds weakly enough for refitting to damp errors. Neither assumption is derived from a Hamiltonian.

Q: Why might the limit not be the best fit?

A: The update ignores how correlation changes with x. If c has derivative C at x, the gradient of ‖r‖² is

2(J + C)ᵀr.

At the limit Jᵀr = 0, so a local minimum also requires Cᵀr = 0. The next proof sets the derivative to zero and removes the J term.

```lean
/-- If a solution of the projected equation is a local minimum of the squared residual, the
transposed derivative of the correlation shift also annihilates the residual. -/
theorem minimum_requires {C : Vec p →L[ℝ] Vec s} {x : Vec p} (hC : HasFDerivAt c C x)
    (hs : adj J (residual J c t x) = 0)
    (hmin : IsLocalMin (fun y => ‖residual J c t y‖ ^ 2) x) :
    adj C (residual J c t x) = 0 := by
  have hr : HasFDerivAt (residual J c t) (J + C) x := (J.hasFDerivAt.add hC).sub_const t
  have h0 := hmin.hasFDerivAt_eq_zero hr.norm_sq
  refine ext_inner_right ℝ fun v => ?_
  have hv := congrArg (fun A : Vec p →L[ℝ] ℝ => A v) h0
  have hJv : ⟪residual J c t x, J v⟫_ℝ = 0 := by
    rw [← ContinuousLinearMap.adjoint_inner_left, hs, inner_zero_left]
  rw [ContinuousLinearMap.adjoint_inner_left, inner_zero_left]
  simpa [inner_add_right, hJv] using hv
```

Q: Can that extra condition fail while the loop converges?

A: Yes. Take Jx = (x, 0), c(x) = (0, x/2) and t = (1, 0).

```lean
/-- A one-parameter, two-state sensitivity map: only the first state's mean-field energy responds.
-/
def exJ : Vec 1 →L[ℝ] Vec 2 :=
  (EuclideanSpace.proj (0 : Fin 1) : Vec 1 →L[ℝ] ℝ).smulRight (!₂[1, 0] : Vec 2)

/-- A correlation shift that moves only the second state, by half the parameter. -/
def exC (x : Vec 1) : Vec 2 := !₂[0, x 0 / 2]

/-- The target energies `(1, 0)` of the two states. -/
def exT : Vec 2 := !₂[1, 0]

/-- The example sensitivity map preserves inner products. -/
theorem exJ_inner (x y : Vec 1) : ⟪exJ x, exJ y⟫_ℝ = ⟪x, y⟫_ℝ := by
  simp [exJ, PiLp.inner_apply, Fin.sum_univ_two]
```

Here JᵀJ = 1, so J⁺ = Jᵀ has norm at most 1, and L = 1/2 gives q < 1. The update returns 1 from any start. The residuals are

r(1) = (0, 1/2), ‖r(1)‖² = 0.25

r(4/5) = (−1/5, 2/5), ‖r(4/5)‖² = 0.20.

The last theorem checks the hypotheses, the projected equation at 1, and the smaller norm at 4/5. By the uniqueness already proved, 1 is the limit.

```lean
/-- In the two-state example all convergence hypotheses hold and `x = 1` solves the projected
equation, yet `x = 4/5` has a smaller residual norm. -/
theorem limit_not_minimizer_witness :
    Function.Injective exJ ∧ LipschitzWith (1 / 2) exC ∧
      ((1 / 2 : ℝ≥0) : ℝ) * ‖pinv exJ‖ < 1 ∧
      adj exJ (residual exJ exC exT !₂[1]) = 0 ∧
      ‖residual exJ exC exT !₂[4 / 5]‖ < ‖residual exJ exC exT !₂[1]‖ := by
  have hn : ∀ x, ‖exJ x‖ = ‖x‖ := fun x => by
    rw [norm_eq_sqrt_real_inner (exJ x), norm_eq_sqrt_real_inner x, exJ_inner]
  refine ⟨?_, ?_, ?_, ?_, ?_⟩
  · rw [injective_iff_map_eq_zero]
    intro x hx
    rw [← norm_eq_zero, ← hn, hx, norm_zero]
  · refine LipschitzWith.of_dist_le_mul fun x y => ?_
    have h1 : dist (exC x) (exC y) = |x 0 / 2 - y 0 / 2| := by
      simp [EuclideanSpace.dist_eq, exC, Real.dist_eq, Real.sqrt_sq_eq_abs]
    have h2 : dist x y = |x 0 - y 0| := by
      simp [EuclideanSpace.dist_eq, Real.dist_eq, Real.sqrt_sq_eq_abs]
    rw [h1, h2, ← sub_div, abs_div, abs_two]
    push_cast
    linarith
  · -- here JᵀJ = 1, so the pseudo-inverse is the transpose
    have hg : adj exJ ∘L exJ = 1 := by
      refine ContinuousLinearMap.ext fun x => ext_inner_right ℝ fun y => ?_
      exact (ContinuousLinearMap.adjoint_inner_left exJ y (exJ x)).trans (exJ_inner x y)
    have hp : pinv exJ = adj exJ := by
      rw [pinv, hg, Ring.inverse_one]
      exact ContinuousLinearMap.ext fun _ => rfl
    have hb : ‖pinv exJ‖ ≤ 1 := by
      rw [hp, LinearIsometryEquiv.norm_map]
      exact exJ.opNorm_le_bound zero_le_one fun x => by rw [hn, one_mul]
    push_cast
    linarith
  · refine ext_inner_right ℝ fun y => ?_
    rw [ContinuousLinearMap.adjoint_inner_left, inner_zero_left]
    simp [residual, exJ, exC, exT, PiLp.inner_apply, Fin.sum_univ_two]
  · rw [EuclideanSpace.norm_eq, EuclideanSpace.norm_eq]
    apply Real.sqrt_lt_sqrt (by positivity)
    norm_num [residual, exJ, exC, exT, Fin.sum_univ_two, Real.norm_eq_abs, sq_abs]

end

end FrozenCorrelation
```
```lean
#print axioms FrozenCorrelation.step_least_squares
-- 'FrozenCorrelation.step_least_squares' depends on axioms: [propext, Classical.choice, Quot.sound]
#print axioms FrozenCorrelation.frozen_correlation_converges
-- 'FrozenCorrelation.frozen_correlation_converges' depends on axioms: [propext, Classical.choice, Quot.sound]
#print axioms FrozenCorrelation.minimum_requires
-- 'FrozenCorrelation.minimum_requires' depends on axioms: [propext, Classical.choice, Quot.sound]
```

Q: So what should I check when my parameters stop moving?

A: Estimate C by finite differences and evaluate Cᵀr. Within the linear-response model, a clearly nonzero value means that the fit can still be improved by letting correlation vary. A zero value shows only that the point is stationary, which need not make it a minimum.
